# Uniform on-site pairs do not commute with real hopping on two sites

Let \(a_{xs}\) annihilate an electron with spin \(s\) on site \(x\in\{0,1\}\), let \(c_{xs}=a_{xs}^\dagger\), and let \(T=\sum_s(c_{0s}a_{1s}+c_{1s}a_{0s})\). In any nontrivial complex algebra where these operators obey the canonical anticommutation relations (CAR),

\[
[T,\;c_{0\uparrow}c_{0\downarrow}+c_{1\uparrow}c_{1\downarrow}]
=2\,(c_{0\uparrow}c_{1\downarrow}+c_{1\uparrow}c_{0\downarrow})\neq 0 .
\]

Eta pairing in the Hubbard model on a bipartite lattice with real nearest-neighbour hopping uses on-site pairs with opposite signs on the two sublattices. For the non-interacting two-site hopping \(T\), the result shows that with equal signs the pair creator does not commute with \(T\).

## From the anticommutators to the commutator

The CAR are \(\{a_i,a_j\}=0\) and \(\{a_i,c_j\}=\delta_{ij}\), where \(i,j\) label spin orbitals. The adjoint of the first gives \(\{c_i,c_j\}=0\). Moving \(a_j\) to the right,

\[
\begin{aligned}
c_ia_jc_kc_l&=\delta_{jk}c_ic_l-c_ic_ka_jc_l\\
&=\delta_{jk}c_ic_l-\delta_{jl}c_ic_k+c_ic_kc_la_j .
\end{aligned}
\]

Since \(c_ic_k=-c_kc_i\) and \(c_ic_kc_l=c_kc_lc_i\),

\[
[c_ia_j,c_kc_l]=\delta_{jk}c_ic_l+\delta_{jl}c_kc_i .
\]

Write \(B_{xy}=\sum_s c_{xs}a_{ys}\), \(P_{xy}=c_{x\uparrow}c_{y\downarrow}\) and \(\eta_\varepsilon=\sum_z\varepsilon_zP_{zz}\), with complex weights \(\varepsilon_z\). The spin-up hop contributes \(\delta_{yz}P_{xz}\) to \([B_{xy},P_{zz}]\), and the spin-down hop contributes \(\delta_{yz}P_{zx}\). Summing over \(z\),

\[
[B_{xy},\eta_\varepsilon]=\varepsilon_y(P_{xy}+P_{yx}).
\]

As \(T=B_{01}+B_{10}\), this gives \([T,\eta_\varepsilon]=(\varepsilon_0+\varepsilon_1)(P_{01}+P_{10})\), and unit weights give the factor 2.

To see that the right-hand side is nonzero, suppose \(\sum_{xy}M_{xy}P_{xy}=0\) with complex coefficients \(M_{xy}\). Because

\[
[a_{p\uparrow},P_{xy}]=\{a_{p\uparrow},c_{x\uparrow}\}c_{y\downarrow}-c_{x\uparrow}\{a_{p\uparrow},c_{y\downarrow}\}=\delta_{px}c_{y\downarrow},
\]

we get \(\sum_yM_{py}c_{y\downarrow}=0\). The anticommutator with \(a_{q\downarrow}\) leaves \(M_{pq}1=0\), so \(M_{pq}=0\) when \(1\neq0\). The coefficient of \(P_{01}\) in our commutator is 2, so the commutator cannot vanish.

## The anticommutation relations in Lean

```lean
import Mathlib

open Finset

namespace EtaPairingWithoutStaggering

noncomputable section

/-- The two spin projections of an electron. -/
inductive Spin
  | up
  | down
  deriving DecidableEq

open Spin

/-- The commutator `[x, y] = x y - y x`. -/
def commut {A : Type*} [Ring A] (x y : A) : A := x * y - y * x
```

`IsCAR a` says that the family `a` obeys the CAR, with `star` as the adjoint. The relations are assumed of an abstract algebra; no Fock space is chosen.

```lean
/-- Canonical anticommutation relations for annihilators `a i` with creators `star (a i)`:
`{a_i, a_j} = 0` and `{a_i, c_j} = δ_ij`. -/
structure IsCAR {ι A : Type*} [DecidableEq ι] [Ring A] [StarRing A] (a : ι → A) : Prop where
  ann_ann : ∀ i j, a i * a j + a j * a i = 0
  ann_cre : ∀ i j, a i * star (a j) + star (a j) * a i = if i = j then 1 else 0
```

The creators' relation follows by applying `star`, which reverses products.

```lean
section Modes

variable {ι A : Type*} [DecidableEq ι] [Ring A] [StarRing A] {a : ι → A}

/-- Creation operators anticommute: `{c_i, c_j} = 0`. -/
theorem IsCAR.cre_cre (h : IsCAR a) (i j : ι) :
    star (a i) * star (a j) + star (a j) * star (a i) = 0 := by
  have h1 := congrArg star (h.ann_ann j i)
  rw [star_add, star_mul, star_mul, star_zero] at h1
  exact h1
```

In the next proof, `key` writes the commutator through four anticommutators. `noncomm_ring` checks this identity without using the CAR, which then supply the values.

```lean
/-- Commutator of a one-body operator with a product of two creators:
`[c_i a_j, c_k c_l] = δ_jk c_i c_l + δ_jl c_k c_i`. -/
theorem commut_hop_pair (h : IsCAR a) (i j k l : ι) :
    commut (star (a i) * a j) (star (a k) * star (a l)) =
      (if j = k then star (a i) * star (a l) else 0) +
        (if j = l then star (a k) * star (a i) else 0) := by
  -- write the commutator through four anticommutators
  have key : commut (star (a i) * a j) (star (a k) * star (a l)) =
      star (a i) * (a j * star (a k) + star (a k) * a j) * star (a l)
        + star (a k) * star (a i) * (a j * star (a l) + star (a l) * a j)
        - (star (a i) * star (a k) + star (a k) * star (a i)) * (a j * star (a l))
        - star (a k) * (star (a i) * star (a l) + star (a l) * star (a i)) * a j := by
    unfold commut
    noncomm_ring
  rw [key, h.ann_cre j k, h.ann_cre j l, h.cre_cre i k, h.cre_cre i l]
  split_ifs <;> simp
```

## Adding a mode by Jordan–Wigner doubling

Explicit operators are built one mode at a time. The sign in \(\mathrm{diag}(a_i,-a_i)\) makes each old mode anticommute with the new one.

```lean
/-- Jordan-Wigner doubling: old modes become `diag(a_i, -a_i)` and a new mode
`[[0, 1], [0, 0]]` is added, all as two-by-two matrices over the old algebra. -/
def addMode {κ B : Type*} [Ring B] (b : κ → B) : Option κ → Matrix (Fin 2) (Fin 2) B
  | none => !![0, 1; 0, 0]
  | some i => !![b i, 0; 0, -b i]
```

The proof treats new and old modes separately and compares matrix entries.

```lean
/-- The Jordan-Wigner doubling of a family obeying the CAR obeys the CAR, with one more mode. -/
theorem isCAR_addMode (h : IsCAR a) : IsCAR (addMode a) := by
  have hs0 : star (!![0, 1; 0, 0] : Matrix (Fin 2) (Fin 2) A) = !![0, 0; 1, 0] := by
    ext r s
    fin_cases r <;> fin_cases s <;> simp [Matrix.star_apply]
  have hs1 : ∀ x : A, star (!![x, 0; 0, -x] : Matrix (Fin 2) (Fin 2) A)
      = !![star x, 0; 0, -star x] := by
    intro x
    ext r s
    fin_cases r <;> fin_cases s <;> simp [Matrix.star_apply]
  constructor
  · rintro (_ | i) (_ | j)
    · simp only [addMode, Matrix.mul_fin_two]
      ext r s
      fin_cases r <;> fin_cases s <;> simp
    · simp only [addMode, Matrix.mul_fin_two]
      ext r s
      fin_cases r <;> fin_cases s <;> simp
    · simp only [addMode, Matrix.mul_fin_two]
      ext r s
      fin_cases r <;> fin_cases s <;> simp
    · simp only [addMode, Matrix.mul_fin_two]
      ext r s
      fin_cases r <;> fin_cases s <;> simp [h.ann_ann i j]
  · rintro (_ | i) (_ | j)
    · rw [if_pos rfl]
      simp only [addMode, hs0, Matrix.mul_fin_two]
      ext r s
      fin_cases r <;> fin_cases s <;> simp
    · have hne : (none : Option ι) ≠ some j := by simp
      rw [if_neg hne]
      simp only [addMode, hs1, Matrix.mul_fin_two]
      ext r s
      fin_cases r <;> fin_cases s <;> simp
    · have hne : some i ≠ (none : Option ι) := by simp
      rw [if_neg hne]
      simp only [addMode, hs0, Matrix.mul_fin_two]
      ext r s
      fin_cases r <;> fin_cases s <;> simp
    · have hij := h.ann_cre i j
      by_cases e : i = j
      · rw [if_pos e] at hij
        rw [if_pos (congrArg some e)]
        simp only [addMode, hs1, Matrix.mul_fin_two]
        ext r s
        fin_cases r <;> fin_cases s <;> simp [hij]
      · have hne : some i ≠ some j := by simpa using e
        rw [if_neg e] at hij
        rw [if_neg hne]
        simp only [addMode, hs1, Matrix.mul_fin_two]
        ext r s
        fin_cases r <;> fin_cases s <;> simp [hij]

end Modes
```

## Pairs, hops and weights

`pair a x y` is \(P_{xy}\), `bond a x y` is \(B_{xy}\), and `dimerHopping a` is \(T\), with unit amplitude and no interaction.

```lean
section Operators

variable {Λ A : Type*} [Ring A] [StarRing A]

/-- The pair creation operator `c_{x↑} c_{y↓}`. -/
def pair (a : Λ × Spin → A) (x y : Λ) : A := star (a (x, up)) * star (a (y, down))

/-- Spin-summed hop from site `y` to site `x`: `c_{x↑} a_{y↑} + c_{x↓} a_{y↓}`. -/
def bond (a : Λ × Spin → A) (x y : Λ) : A :=
  star (a (x, up)) * a (y, up) + star (a (x, down)) * a (y, down)

/-- The two-site hopping operator `T = ∑_s (c_{0s} a_{1s} + c_{1s} a_{0s})`. -/
def dimerHopping (a : Fin 2 × Spin → A) : A :=
  (star (a (0, up)) * a (1, up) + star (a (1, up)) * a (0, up)) +
    (star (a (0, down)) * a (1, down) + star (a (1, down)) * a (0, down))
```

On a finite lattice, `hopping` allows arbitrary complex amplitudes \(t_{xy}\), including diagonal ones; Hermiticity is not required.

```lean
/-- The hopping operator `∑_{x,y} t_{xy} ∑_s c_{xs} a_{ys}` with amplitudes `t`. -/
def hopping [Algebra ℂ A] [Fintype Λ] (a : Λ × Spin → A) (t : Λ → Λ → ℂ) : A :=
  ∑ x, ∑ y, t x y • bond a x y

/-- The on-site pair creator `η_ε = ∑_z ε_z c_{z↑} c_{z↓}` with site weights `ε`. -/
def eta [Algebra ℂ A] [Fintype Λ] (a : Λ × Spin → A) (ε : Λ → ℂ) : A :=
  ∑ z, ε z • pair a z z

end Operators
```

## The commutator on a finite lattice

In the single-hop theorem, `hp` is the calculation of \([B_{xy},P_{zz}]\), and `Finset.sum_eq_single` keeps only \(z=y\).

```lean
section Lattice

variable {Λ A : Type*} [Fintype Λ] [DecidableEq Λ] [Ring A] [StarRing A] [Algebra ℂ A]
  {a : Λ × Spin → A}

/-- Commutator of one spin-summed hop with `η_ε`:
`[∑_s c_{xs} a_{ys}, η_ε] = ε_y (c_{x↑} c_{y↓} + c_{y↑} c_{x↓})`. -/
theorem commut_bond_eta (h : IsCAR a) (ε : Λ → ℂ) (x y : Λ) :
    commut (bond a x y) (eta a ε) = ε y • (pair a x y + pair a y x) := by
  -- the hop only sees the on-site pair at the site it starts from
  have hp : ∀ z, commut (bond a x y) (pair a z z) =
      if y = z then pair a x z + pair a z x else 0 := by
    intro z
    have e : commut (bond a x y) (pair a z z) =
        commut (star (a (x, up)) * a (y, up)) (star (a (z, up)) * star (a (z, down))) +
        commut (star (a (x, down)) * a (y, down)) (star (a (z, up)) * star (a (z, down))) := by
      unfold commut bond pair
      noncomm_ring
    rw [e, commut_hop_pair h, commut_hop_pair h]
    by_cases hz : y = z <;> simp [hz, pair]
  have hR : commut (bond a x y) (eta a ε) = ∑ z, ε z • commut (bond a x y) (pair a z z) := by
    simp only [eta, commut, Finset.sum_mul, Finset.mul_sum, smul_mul_assoc, mul_smul_comm,
      smul_sub, Finset.sum_sub_distrib]
  rw [hR, Finset.sum_eq_single y]
  · rw [hp, if_pos rfl]
  · intro z _ hz
    rw [hp, if_neg (Ne.symm hz), smul_zero]
  · intro hy
    exact absurd (Finset.mem_univ y) hy
```

Summing over hops and exchanging the site labels in the second term gives the coefficient \(t_{xy}\varepsilon_y+t_{yx}\varepsilon_x\) of \(P_{xy}\).

```lean
/-- On any finite lattice,
`[T_t, η_ε] = ∑_{x,y} (t_{xy} ε_y + t_{yx} ε_x) c_{x↑} c_{y↓}`. -/
theorem commut_hopping_eta (h : IsCAR a) (t : Λ → Λ → ℂ) (ε : Λ → ℂ) :
    commut (hopping a t) (eta a ε) =
      ∑ x, ∑ y, (t x y * ε y + t y x * ε x) • pair a x y := by
  have hL : ∀ Y : A, commut (hopping a t) Y = ∑ x, ∑ y, t x y • commut (bond a x y) Y := by
    intro Y
    simp only [hopping, commut, Finset.sum_mul, Finset.mul_sum, smul_mul_assoc, mul_smul_comm,
      smul_sub, Finset.sum_sub_distrib]
  rw [hL]
  simp only [commut_bond_eta h, smul_add, add_smul, Finset.sum_add_distrib, smul_smul]
  -- relabel the sites in the second sum
  congr 1
  exact Finset.sum_comm
```

Linear independence follows the two extractions above: `h2` removes the up electron and `h3` the down electron. `Nontrivial A` means \(1\neq0\); physically, there is at least one nonzero state to act on.

```lean
/-- In a nontrivial algebra the pair creators `c_{x↑} c_{y↓}` are linearly independent:
a vanishing complex combination has all coefficients zero. -/
theorem pair_independent [Nontrivial A] (h : IsCAR a) (M : Λ → Λ → ℂ)
    (hM : ∑ x, ∑ y, M x y • pair a x y = 0) (p q : Λ) : M p q = 0 := by
  -- the commutator with `a_{p↑}` removes the up electron
  have h1 : ∀ x y, commut (a (p, up)) (pair a x y) =
      if p = x then star (a (y, down)) else 0 := by
    intro x y
    have key : commut (a (p, up)) (pair a x y) =
        (a (p, up) * star (a (x, up)) + star (a (x, up)) * a (p, up)) * star (a (y, down))
          - star (a (x, up)) *
            (a (p, up) * star (a (y, down)) + star (a (y, down)) * a (p, up)) := by
      unfold commut pair
      noncomm_ring
    rw [key, h.ann_cre (p, up) (x, up), h.ann_cre (p, up) (y, down)]
    by_cases hx : p = x <;> simp [hx]
  have h2a : commut (a (p, up)) (∑ x, ∑ y, M x y • pair a x y) =
      ∑ x, ∑ y, M x y • commut (a (p, up)) (pair a x y) := by
    simp only [commut, Finset.sum_mul, Finset.mul_sum, smul_mul_assoc, mul_smul_comm,
      smul_sub, Finset.sum_sub_distrib]
  have h2b : ∑ x, ∑ y, M x y • commut (a (p, up)) (pair a x y) =
      ∑ y, M p y • star (a (y, down)) := by
    rw [Finset.sum_eq_single p]
    · simp [h1]
    · intro x _ hx
      simp [h1, Ne.symm hx]
    · intro hp
      exact absurd (Finset.mem_univ p) hp
  have h2 : ∑ y, M p y • star (a (y, down)) = 0 := by
    rw [← h2b, ← h2a, hM]
    simp [commut]
  -- the anticommutator with `a_{q↓}` removes the down electron
  have h3a : a (q, down) * (∑ y, M p y • star (a (y, down)))
      + (∑ y, M p y • star (a (y, down))) * a (q, down) =
      ∑ y, M p y • (a (q, down) * star (a (y, down)) + star (a (y, down)) * a (q, down)) := by
    simp only [Finset.sum_mul, Finset.mul_sum, smul_mul_assoc, mul_smul_comm, smul_add,
      Finset.sum_add_distrib]
  have h3b : ∑ y, M p y • (a (q, down) * star (a (y, down)) + star (a (y, down)) * a (q, down))
      = M p q • (1 : A) := by
    rw [Finset.sum_eq_single q]
    · rw [h.ann_cre, if_pos rfl]
    · intro y _ hy
      rw [h.ann_cre]
      simp [Ne.symm hy]
    · intro hq
      exact absurd (Finset.mem_univ q) hq
  have h3 : M p q • (1 : A) = 0 := by
    rw [← h3b, ← h3a, h2]
    simp
  by_contra hne
  have h4 : (M p q)⁻¹ • (M p q • (1 : A)) = 0 := by rw [h3, smul_zero]
  rw [smul_smul, inv_mul_cancel₀ hne, one_smul] at h4
  exact one_ne_zero h4
```

The commutator therefore vanishes exactly when every coefficient does.

```lean
/-- In a nontrivial algebra, `η_ε` commutes with the hopping operator exactly when
`t_{xy} ε_y + t_{yx} ε_x = 0` for all sites `x`, `y`. -/
theorem commut_hopping_eta_eq_zero_iff [Nontrivial A] (h : IsCAR a) (t : Λ → Λ → ℂ)
    (ε : Λ → ℂ) :
    commut (hopping a t) (eta a ε) = 0 ↔ ∀ x y, t x y * ε y + t y x * ε x = 0 := by
  rw [commut_hopping_eta h]
  constructor
  · intro h0 x y
    exact pair_independent h (fun x y => t x y * ε y + t y x * ε x) h0 x y
  · intro H
    simp [H]

end Lattice
```

On a single site the hopping operator reduces to an on-site energy \(t_{00}\) times the electron number, and the commutator is \(2t_{00}\varepsilon_0P_{00}\). It vanishes only if \(t_{00}\varepsilon_0=0\): adding a pair costs the energy of two electrons.

## Two sites and the failure of equal signs

The dimer formula adds the two bond commutators.

```lean
section Dimer

variable {A : Type*} [Ring A] [StarRing A] [Algebra ℂ A] {a : Fin 2 × Spin → A}

/-- On two sites, `[T, η_ε] = (ε_0 + ε_1) (c_{0↑} c_{1↓} + c_{1↑} c_{0↓})`. -/
theorem dimer_commut_eta (h : IsCAR a) (ε : Fin 2 → ℂ) :
    commut (dimerHopping a) (eta a ε) = (ε 0 + ε 1) • (pair a 0 1 + pair a 1 0) := by
  have e : ∀ Y : A,
      commut (dimerHopping a) Y = commut (bond a 0 1) Y + commut (bond a 1 0) Y := by
    intro Y
    unfold commut dimerHopping bond
    noncomm_ring
  rw [e, commut_bond_eta h, commut_bond_eta h]
  module
```

Its vanishing forces \(\varepsilon_1=-\varepsilon_0\). The proof applies `pair_independent` to a coefficient matrix with zero diagonal and reads off the entry \((0,1)\).

```lean
/-- On two sites in a nontrivial algebra, `η_ε` commutes with `T` exactly when the weights
are staggered, `ε_1 = -ε_0`. -/
theorem dimer_commut_eta_eq_zero_iff [Nontrivial A] (h : IsCAR a) (ε : Fin 2 → ℂ) :
    commut (dimerHopping a) (eta a ε) = 0 ↔ ε 1 = -ε 0 := by
  rw [dimer_commut_eta h]
  constructor
  · intro h0
    have hs : ∀ c : ℂ, ∑ x : Fin 2, ∑ y : Fin 2, (if x = y then (0 : ℂ) else c) • pair a x y
        = c • (pair a 0 1 + pair a 1 0) := by
      intro c
      simp only [Fin.sum_univ_two]
      simp [smul_add]
    have h1 := pair_independent h (fun x y => if x = y then (0 : ℂ) else ε 0 + ε 1)
      ((hs (ε 0 + ε 1)).trans h0) 0 1
    have h2 : ε 0 + ε 1 = 0 := by simpa using h1
    linear_combination h2
  · intro h0
    rw [h0, add_neg_cancel, zero_smul]
```

`dimer_counterexample` states both the value of the commutator and that it is nonzero. If it vanished, the preceding equivalence would give \(1=-1\) for the uniform weights.

```lean
/-- Without staggered signs, on two sites in a nontrivial algebra:
`[T, c_{0↑} c_{0↓} + c_{1↑} c_{1↓}] = 2 (c_{0↑} c_{1↓} + c_{1↑} c_{0↓})`, and this is nonzero. -/
theorem dimer_counterexample [Nontrivial A] (h : IsCAR a) :
    commut (dimerHopping a) (pair a 0 0 + pair a 1 1) = (2 : ℂ) • (pair a 0 1 + pair a 1 0) ∧
      (2 : ℂ) • (pair a 0 1 + pair a 1 0) ≠ 0 := by
  have e : pair a 0 0 + pair a 1 1 = eta a (fun _ => (1 : ℂ)) := by
    simp [eta, Fin.sum_univ_two]
  have h1 : commut (dimerHopping a) (eta a (fun _ => (1 : ℂ))) =
      ((1 : ℂ) + 1) • (pair a 0 1 + pair a 1 0) := dimer_commut_eta h (fun _ => (1 : ℂ))
  rw [one_add_one_eq_two] at h1
  refine ⟨by rw [e, h1], fun h0 => ?_⟩
  -- vanishing would force the uniform weights to be staggered
  have h2 : (1 : ℂ) = -1 :=
    (dimer_commut_eta_eq_zero_iff h (fun _ => (1 : ℂ))).mp (h1.trans h0)
  norm_num at h2

end Dimer
```

## Explicit matrices for four spin orbitals

Four doublings, starting from \(\mathbb C\) with no modes, give nested matrices equivalent to \(16\times16\) complex matrices.

```lean
/-- Two-by-two matrices over an algebra. -/
abbrev Doubled (B : Type) : Type := Matrix (Fin 2) (Fin 2) B

/-- Operators for four fermionic modes, as fourfold nested two-by-two complex matrices. -/
abbrev FockOps : Type := Doubled (Doubled (Doubled (Doubled ℂ)))

/-- Four Jordan-Wigner annihilators obtained by doubling four times from no modes. -/
def fourModes : Option (Option (Option (Option Empty))) → FockOps :=
  addMode (addMode (addMode (addMode (Empty.elim : Empty → ℂ))))
```

`modeIndex` assigns the four spin orbitals to distinct modes.

```lean
/-- Assignment of the spin orbitals `0↑, 0↓, 1↑, 1↓` to the four Jordan-Wigner modes. -/
def modeIndex (p : Fin 2 × Spin) : Option (Option (Option (Option Empty))) :=
  if p.1 = 0 then (if p.2 = up then none else some none)
  else (if p.2 = up then some (some none) else some (some (some none)))

/-- Explicit matrix annihilators for the four spin orbitals of two sites. -/
def dimerModes (p : Fin 2 × Spin) : FockOps := fourModes (modeIndex p)
```

The last theorem transfers the CAR along this injective assignment and applies the counter-example, so the abstract hypotheses are realised by actual matrices.

```lean
/-- The explicit matrices `dimerModes` obey the CAR, and for them the uniform on-site pair
creator does not commute with the two-site hopping operator. -/
theorem dimer_witness :
    IsCAR dimerModes ∧
      commut (dimerHopping dimerModes) (pair dimerModes 0 0 + pair dimerModes 1 1) ≠ 0 := by
  have h0 : IsCAR (Empty.elim : Empty → ℂ) := ⟨fun i => i.elim, fun i => i.elim⟩
  have h4 : IsCAR fourModes :=
    isCAR_addMode (isCAR_addMode (isCAR_addMode (isCAR_addMode h0)))
  have hinj : Function.Injective modeIndex := by
    rintro ⟨x, s⟩ ⟨y, r⟩ h
    fin_cases x <;> fin_cases y <;> cases s <;> cases r <;>
      first
        | rfl
        | exact absurd h (by decide)
  have hcar : IsCAR dimerModes := by
    refine ⟨fun i j => h4.ann_ann (modeIndex i) (modeIndex j), fun i j => ?_⟩
    have hc := h4.ann_cre (modeIndex i) (modeIndex j)
    by_cases hij : i = j
    · rw [if_pos (congrArg modeIndex hij)] at hc
      rw [if_pos hij]
      exact hc
    · rw [if_neg (hinj.ne hij)] at hc
      rw [if_neg hij]
      exact hc
  have hmain := dimer_counterexample hcar
  exact ⟨hcar, fun hz => hmain.2 (hmain.1.symm.trans hz)⟩

end

end EtaPairingWithoutStaggering
```

Modelling the dimer from the start on its 16-dimensional Fock space would make nontriviality automatic. The nonzero claim could then be read from the action on the vacuum, where \(P_{01}\) and \(P_{10}\) create orthogonal states, but the theorem would cover only that representation.

```lean
#print axioms EtaPairingWithoutStaggering.commut_hopping_eta_eq_zero_iff
-- 'EtaPairingWithoutStaggering.commut_hopping_eta_eq_zero_iff' depends on axioms: [propext, Classical.choice, Quot.sound]
#print axioms EtaPairingWithoutStaggering.dimer_counterexample
-- 'EtaPairingWithoutStaggering.dimer_counterexample' depends on axioms: [propext, Classical.choice, Quot.sound]
```
